# Sampling the next bead of a free-particle path between fixed ends

For $s>0$, let

$$g_s(x)=\frac{1}{\sqrt{2\pi s}}\,e^{-x^2/(2s)}$$

be the free imaginary-time propagator in one Cartesian coordinate. Time is measured as a variance: for a particle of mass $M$ and an inverse-temperature interval $\Delta\beta$, $s=\hbar^2\Delta\beta/M$. A bead at $x$, reached from $a$ in time $s$ and followed by $b$ a time $t>0$ later, has the conditional density

$$p_{s,t}(x\mid a,b)=\frac{g_s(x-a)\,g_t(b-x)}{\int g_s(y-a)\,g_t(b-y)\,dy}.$$

## The product identity and the bead density

With $\mu=(ta+sb)/(s+t)$ and $v=st/(s+t)$,

$$g_s(x-a)\,g_t(b-x)=g_{s+t}(b-a)\,g_v(x-\mu),\qquad p_{s,t}(x\mid a,b)=g_v(x-\mu).$$

If $n\ge2$ steps of length $\tau>0$ remain from $a$ to $b$, the next bead has mean $a+(b-a)/n$ and variance $\tau(n-1)/n$.

## Regrowing a path segment in Monte Carlo

A path-integral Monte Carlo move can redraw the beads between two fixed ones in sequence from these Gaussians. The proposal density is then the free-particle weight divided by a factor that depends only on the two fixed beads. This factor is the same for the old and the new path, so for an action that is a free part plus a potential part, only the potential part enters the Metropolis ratio. Bisection moves use the case $s=t$.

## Completing the square, then induction over beads

Collecting powers of $x$ gives

$$\frac{(x-a)^2}{s}+\frac{(b-x)^2}{t}=\frac{(x-\mu)^2}{v}+\frac{ta^2+sb^2}{st}-\frac{(ta+sb)^2}{st(s+t)}.$$

Since $(s+t)(ta^2+sb^2)-(ta+sb)^2=st(b-a)^2$, the last two terms equal $(b-a)^2/(s+t)$. The prefactors agree because $st=(s+t)v$. This is the product identity.

The Gaussian integral gives $\int g_v(x-\mu)\,dx=1$, so integrating the identity over $x$ yields

$$\int g_s(x-a)\,g_t(b-x)\,dx=g_{s+t}(b-a).$$

Division by this gives $p_{s,t}=g_v(x-\mu)$. Its mean is $\mu$ by symmetry. With $y=x-\mu$ and $y\,g_v=-v\,g_v'$, integration by parts gives $\int y^2g_v\,dy=v$.

For $s=\tau$ and $t=(n-1)\tau$, we have $s+t=n\tau$, hence $\mu=((n-1)a+b)/n=a+(b-a)/n$ and $v=\tau(n-1)/n$. For $s=t$, $\mu=(a+b)/2$ and $v=s/2$.

For a path $x_0,\dots,x_{m+1}$ with $m$ intermediate beads,

$$\prod_{k=0}^{m}g_\tau(x_{k+1}-x_k)=g_{(m+1)\tau}(x_{m+1}-x_0)\prod_{k=0}^{m-1}p_{\tau,(m-k)\tau}(x_{k+1}\mid x_k,x_{m+1}).$$

At $m=0$ the right-hand product is empty and both sides are $g_\tau(x_1-x_0)$. For $m+1$ beads, apply the formula for $m$ to the path starting at $x_1$. The remaining factors combine by

$$g_\tau(x_1-x_0)\,g_{(m+1)\tau}(x_{m+2}-x_1)=g_{(m+2)\tau}(x_{m+2}-x_0)\,p_{\tau,(m+1)\tau}(x_1\mid x_0,x_{m+2}),$$

which completes the induction.

## The Lean file

`propagator s x` is $g_s(x)$ and `bridgeDensity s t a b x` is $p_{s,t}(x\mid a,b)$, defined by the quotient, so its Gaussian form is a theorem.

In `propagator_mul_propagator`, `hp` matches the prefactors and `he` completes the square. `propagator_norm_mean_variance` takes the moments from Mathlib's Gaussian measure instead of integrating by parts. `propagator_composition` and `bridgeDensity_eq` integrate and divide; `next_bead` and `bisection_bead` specialise the times. In `path_weight_eq_sequential`, `h` is the induction hypothesis for the shifted path and `h0` trades the first link for a bead density.

```lean
import Mathlib

open Real MeasureTheory ProbabilityTheory

namespace BrownianBridgeSampling

noncomputable section

/-- The free propagator: the centred Gaussian density of variance `s`. -/
def propagator (s x : ℝ) : ℝ := (√(2 * π * s))⁻¹ * exp (-x ^ 2 / (2 * s))

/-- The conditional density of a bead at `x`, reached from `a` in time `s` and followed by
the fixed point `b` a time `t` later: the product of both propagators, normalised over `x`. -/
def bridgeDensity (s t a b x : ℝ) : ℝ :=
  propagator s (x - a) * propagator t (b - x) /
    ∫ y, propagator s (y - a) * propagator t (b - y)

/-- The free propagator is strictly positive for positive variance. -/
theorem propagator_pos {s : ℝ} (hs : 0 < s) (x : ℝ) : 0 < propagator s x := by
  unfold propagator
  positivity

/-- Two successive free propagators equal the propagator between the end points times a
Gaussian in the intermediate position. -/
theorem propagator_mul_propagator {s t : ℝ} (hs : 0 < s) (ht : 0 < t) (a b x : ℝ) :
    propagator s (x - a) * propagator t (b - x) =
      propagator (s + t) (b - a) *
        propagator (s * t / (s + t)) (x - (t * a + s * b) / (s + t)) := by
  have hst : 0 < s + t := add_pos hs ht
  -- the normalisation constants agree
  have hp : √(2 * π * s) * √(2 * π * t) =
      √(2 * π * (s + t)) * √(2 * π * (s * t / (s + t))) := by
    rw [← Real.sqrt_mul (show (0 : ℝ) ≤ 2 * π * s by positivity),
      ← Real.sqrt_mul (show (0 : ℝ) ≤ 2 * π * (s + t) by positivity)]
    congr 1
    field_simp
  -- completing the square in the exponent
  have he : -(x - a) ^ 2 / (2 * s) + -(b - x) ^ 2 / (2 * t) =
      -(b - a) ^ 2 / (2 * (s + t)) +
        -(x - (t * a + s * b) / (s + t)) ^ 2 / (2 * (s * t / (s + t))) := by
    field_simp
    ring
  unfold propagator
  calc _ = (√(2 * π * s) * √(2 * π * t))⁻¹ *
        exp (-(x - a) ^ 2 / (2 * s) + -(b - x) ^ 2 / (2 * t)) := by
        rw [Real.exp_add, mul_inv]; ring
    _ = (√(2 * π * (s + t)) * √(2 * π * (s * t / (s + t))))⁻¹ *
        exp (-(b - a) ^ 2 / (2 * (s + t)) +
          -(x - (t * a + s * b) / (s + t)) ^ 2 / (2 * (s * t / (s + t)))) := by
        rw [hp, he]
    _ = _ := by rw [Real.exp_add, mul_inv]; ring

/-- The propagator of variance `v` centred at `m` has total probability one, mean `m` and
variance `v`. -/
theorem propagator_norm_mean_variance {v : ℝ} (hv : 0 < v) (m : ℝ) :
    (∫ x, propagator v (x - m)) = 1 ∧ (∫ x, x * propagator v (x - m)) = m ∧
      (∫ x, (x - m) ^ 2 * propagator v (x - m)) = v := by
  have hw : v.toNNReal ≠ 0 := (Real.toNNReal_pos.2 hv).ne'
  have hc : (v.toNNReal : ℝ) = v := Real.coe_toNNReal v hv.le
  have hg : ∀ x, propagator v (x - m) = gaussianPDFReal m v.toNNReal x := fun x => by
    simp only [propagator, gaussianPDFReal, hc]
  have h1 := integral_id_gaussianReal (μ := m) (v := v.toNNReal)
  have h2 := variance_fun_id_gaussianReal (μ := m) (v := v.toNNReal)
  rw [variance_eq_integral (X := fun x : ℝ => x) aemeasurable_id', h1] at h2
  rw [integral_gaussianReal_eq_integral_smul hw] at h1
  rw [integral_gaussianReal_eq_integral_smul hw] at h2
  simp only [hg]
  refine ⟨integral_gaussianPDFReal_eq_one m hw, ?_, ?_⟩
  · simpa only [smul_eq_mul, mul_comm] using h1
  · simpa only [smul_eq_mul, mul_comm, hc] using h2

/-- Integrating out the intermediate position composes two free propagators into one whose
variance is the sum. -/
theorem propagator_composition {s t : ℝ} (hs : 0 < s) (ht : 0 < t) (a b : ℝ) :
    (∫ x, propagator s (x - a) * propagator t (b - x)) = propagator (s + t) (b - a) := by
  have hv : 0 < s * t / (s + t) := by positivity
  simp only [propagator_mul_propagator hs ht]
  rw [integral_const_mul, (propagator_norm_mean_variance hv _).1, mul_one]

/-- The bead between two fixed points is Gaussian, with mean `(t a + s b)/(s + t)` and
variance `s t/(s + t)`. -/
theorem bridgeDensity_eq {s t : ℝ} (hs : 0 < s) (ht : 0 < t) (a b x : ℝ) :
    bridgeDensity s t a b x =
      propagator (s * t / (s + t)) (x - (t * a + s * b) / (s + t)) := by
  unfold bridgeDensity
  rw [propagator_composition hs ht, propagator_mul_propagator hs ht,
    mul_div_cancel_left₀ _ (propagator_pos (add_pos hs ht) _).ne']

/-- The next bead of a free path from `a` to the fixed end `b` with `n ≥ 2` steps of length `τ` left
is Gaussian, with conditional mean `a + (b - a)/n` and variance `τ (n - 1)/n`. -/
theorem next_bead {τ : ℝ} (hτ : 0 < τ) {n : ℕ} (hn : 2 ≤ n) (a b : ℝ) :
    (∀ x, bridgeDensity τ ((n - 1) * τ) a b x =
      propagator (τ * (n - 1) / n) (x - (a + (b - a) / n))) ∧
    (∫ x, x * bridgeDensity τ ((n - 1) * τ) a b x) = a + (b - a) / n ∧
    (∫ x, (x - (a + (b - a) / n)) ^ 2 * bridgeDensity τ ((n - 1) * τ) a b x) =
      τ * (n - 1) / n := by
  have hn2 : (2 : ℝ) ≤ n := by exact_mod_cast hn
  have hn0 : (0 : ℝ) < n := by linarith
  have hn1 : (0 : ℝ) < n - 1 := by linarith
  have hsum : τ + ((n : ℝ) - 1) * τ = n * τ := by ring
  have hvar : τ * (((n : ℝ) - 1) * τ) / (n * τ) = τ * (n - 1) / n := by
    rw [div_eq_div_iff (by positivity) (by positivity)]
    ring
  have hmean : (((n : ℝ) - 1) * τ * a + τ * b) / (n * τ) = a + (b - a) / n := by
    field_simp
    try ring
  have hd : ∀ x, bridgeDensity τ ((n - 1) * τ) a b x =
      propagator (τ * (n - 1) / n) (x - (a + (b - a) / n)) := fun x => by
    rw [bridgeDensity_eq hτ (mul_pos hn1 hτ), hsum, hvar, hmean]
  have hv : 0 < τ * ((n : ℝ) - 1) / n := div_pos (mul_pos hτ hn1) hn0
  obtain ⟨_, h1, h2⟩ := propagator_norm_mean_variance hv (a + (b - a) / n)
  refine ⟨hd, ?_, ?_⟩
  · simp only [hd]
    exact h1
  · simp only [hd]
    exact h2

/-- Bisection rule: a bead halfway in time between `a` and `b`, separated from each by a time `s`,
is Gaussian about the midpoint with variance `s/2`. -/
theorem bisection_bead {s : ℝ} (hs : 0 < s) (a b x : ℝ) :
    bridgeDensity s s a b x = propagator (s / 2) (x - (a + b) / 2) := by
  have hv : s * s / (s + s) = s / 2 := by
    rw [div_eq_div_iff (by positivity) (by norm_num)]
    ring
  have hm : (s * a + s * b) / (s + s) = (a + b) / 2 := by
    rw [div_eq_div_iff (by positivity) (by norm_num)]
    ring
  rw [bridgeDensity_eq hs hs, hv, hm]

/-- The weight of a free path with `m` intermediate beads is the end-to-end propagator times
the product of the successive next-bead densities. -/
theorem path_weight_eq_sequential {τ : ℝ} (hτ : 0 < τ) (m : ℕ) (x : ℕ → ℝ) :
    ∏ k ∈ Finset.range (m + 1), propagator τ (x (k + 1) - x k) =
      propagator (((m : ℝ) + 1) * τ) (x (m + 1) - x 0) *
        ∏ k ∈ Finset.range m,
          bridgeDensity τ (((m : ℝ) - (k : ℝ)) * τ) (x k) (x (m + 1)) (x (k + 1)) := by
  induction m generalizing x with
  | zero => simp
  | succ m ih =>
    have ht : 0 < ((m : ℝ) + 1) * τ := by positivity
    -- the path without its first link is covered by the induction hypothesis
    have h := ih (fun k => x (k + 1))
    beta_reduce at h
    -- the first link is traded for the density of the first bead
    have h0 : propagator ((((m + 1 : ℕ) : ℝ) + 1) * τ) (x (m + 1 + 1) - x 0) *
        bridgeDensity τ ((((m + 1 : ℕ) : ℝ) - ((0 : ℕ) : ℝ)) * τ)
          (x 0) (x (m + 1 + 1)) (x (0 + 1)) =
        propagator τ (x (0 + 1) - x 0) *
          propagator (((m : ℝ) + 1) * τ) (x (m + 1 + 1) - x (0 + 1)) := by
      rw [show (((m + 1 : ℕ) : ℝ) + 1) * τ = τ + ((m : ℝ) + 1) * τ by push_cast; ring,
        show (((m + 1 : ℕ) : ℝ) - ((0 : ℕ) : ℝ)) * τ = ((m : ℝ) + 1) * τ by
          push_cast; ring,
        bridgeDensity_eq hτ ht, propagator_mul_propagator hτ ht]
    have hshift : ∀ k : ℕ, ((m + 1 : ℕ) : ℝ) - ((k + 1 : ℕ) : ℝ) = (m : ℝ) - (k : ℝ) :=
      fun k => by push_cast; ring
    rw [Finset.prod_range_succ', h, Finset.prod_range_succ' _ m]
    simp only [hshift]
    have key : ∀ A B C D P : ℝ, A * B = C * D → D * P * C = A * (P * B) :=
      fun A B C D P hAB => by linear_combination (-P) * hAB
    exact key _ _ _ _ _ h0

end

end BrownianBridgeSampling
```

```lean
#print axioms BrownianBridgeSampling.next_bead
#print axioms BrownianBridgeSampling.bisection_bead
#print axioms BrownianBridgeSampling.path_weight_eq_sequential
```

```
'BrownianBridgeSampling.next_bead' depends on axioms: [propext, Classical.choice, Quot.sound]
'BrownianBridgeSampling.bisection_bead' depends on axioms: [propext, Classical.choice, Quot.sound]
'BrownianBridgeSampling.path_weight_eq_sequential' depends on axioms: [propext, Classical.choice, Quot.sound]
```

## From densities to a running sampler

`next_bead` states three things for every real $a,b$, every $\tau>0$ and every natural $n\ge2$: the density at each $x$, its mean as an integral, and its variance as an integral. At $n=1$ the next bead is $b$ itself. `path_weight_eq_sequential` covers every $m\ge0$ with equal time steps.

The theorems concern exact real numbers and free motion in one coordinate. Random-number generation, rounding, interactions, particle exchange and periodic boundaries are not modelled, nor is the continuous-time bridge process.

The bead could also have been modelled by conditioning the joint law of a Brownian motion at two times. That would tie the density to a stochastic process, but the conditional law would then be fixed only for almost every end point $b$, whereas the quotient is defined at each $b$.

The same induction works by hand for unequal positive time steps: each bead density then takes its own step as $s$ and the total time remaining after it as $t$.
